# Powers of a nonnegative matrix without zero rows as weighted averages over a guided walk

Take two sites, $A$ and $B$, with a matrix $G$ and a positive guiding function $\psi$:

$$G=\begin{pmatrix}2&1\\1&1\end{pmatrix},\qquad \psi=\begin{pmatrix}1\\2\end{pmatrix},\qquad G\psi=\begin{pmatrix}4\\3\end{pmatrix}.$$

The rows of $G$ don't sum to one, so $G$ can't serve directly as a table of transition probabilities. Multiply each entry $G(x,y)$ by $\psi(y)/\psi(x)$. The row sums become $b(A)=4/1=4$ and $b(B)=3/2$. Dividing each row by its sum leaves probabilities:

$$p=\begin{pmatrix}1/2&1/2\\1/3&2/3\end{pmatrix}.$$

Now compute $(G^2\mathbf 1)(A)$, where $\mathbf 1$ is the constant function one. Write $\mathbf 1=\psi f$ with $f(A)=1$ and $f(B)=1/2$, and list the two-step paths from $A$:

| Path | Probability | Product of $b$ | $f$ at the end | Contribution |
|---|---|---|---|---|
| $AAA$ | $1/4$ | $16$ | $1$ | $4$ |
| $AAB$ | $1/4$ | $16$ | $1/2$ | $2$ |
| $ABA$ | $1/6$ | $6$ | $1$ | $1$ |
| $ABB$ | $1/3$ | $6$ | $1/2$ | $1$ |

The contributions sum to $8$, and $\psi(A)=1$. Direct multiplication gives $G\mathbf 1=(3,2)$ and $(G^2\mathbf 1)(A)=2\cdot3+1\cdot2=8$.

## The identity for n steps

Let $X$ be a nonempty finite set of configurations, $G$ a real matrix on $X$ with nonnegative entries, and $\psi>0$ a function on $X$ with $(G\psi)(x)=\sum_y G(x,y)\psi(y)>0$ for every $x$. For positive $\psi$, this last condition says that no row of $G$ is zero: every configuration has somewhere to go. Define

$$b(x)=\frac{(G\psi)(x)}{\psi(x)},\qquad p(x,y)=\frac{G(x,y)\,\psi(y)}{\psi(x)\,b(x)}.$$

Then $p$ is a stochastic matrix, and for every $n\ge0$, every real function $f$ and every start $x_0$,

$$(G^n(\psi f))(x_0)=\psi(x_0)\sum_{x_1,\dots,x_n}\Big[\prod_{i=0}^{n-1}p(x_i,x_{i+1})\Big]\Big[\prod_{i=0}^{n-1}b(x_i)\Big]f(x_n).$$

The weights belong to the sites that the walker leaves, so $b(x_n)$ is absent.

## Local energies and walker weights in a projector code

In lattice projector Monte Carlo with a finite configuration space, one may take $G=1-\tau(H-E)$, with a real Hamiltonian matrix $H$ that has no positive off-diagonal entries, a reference energy $E$ and a step $\tau>0$ small enough to keep the diagonal of $G$ positive. Then $b(x)=1-\tau(E_L(x)-E)$, where $E_L(x)=(H\psi)(x)/\psi(x)$ is the local energy. The code moves a walker with $p$ and multiplies its weight by $b$ at the site it leaves.

Rows label departures here. A code that stores the propagator with departures in columns must use the transpose, which makes no difference for symmetric $G$.

## One step, then a telescoping product

Multiplying out the definition of $p$ gives the one-step identity

$$G(x,y)\psi(y)=\psi(x)b(x)p(x,y).$$

The entries of $p$ are nonnegative because $G\ge0$, $\psi>0$ and $b>0$. Summing the identity over $y$ gives $(G\psi)(x)=\psi(x)b(x)\sum_y p(x,y)$. The left side equals $\psi(x)b(x)$, which is positive, so $\sum_y p(x,y)=1$.

Along a path, solve the one-step identity for each matrix entry and multiply:

$$\prod_{i=0}^{n-1}G(x_i,x_{i+1})=\prod_{i=0}^{n-1}\frac{\psi(x_i)}{\psi(x_{i+1})}\,b(x_i)\,p(x_i,x_{i+1})=\frac{\psi(x_0)}{\psi(x_n)}\prod_{i=0}^{n-1}b(x_i)\,p(x_i,x_{i+1}).$$

Every intermediate $\psi$ cancels. For $n=0$ the products are empty and both sides are one.

Writing out the matrix products gives, for any function $g$,

$$(G^n g)(x_0)=\sum_{x_1,\dots,x_n}\Big[\prod_{i=0}^{n-1}G(x_i,x_{i+1})\Big]g(x_n).$$

Set $g=\psi f$ and insert the telescoped product: $\psi(x_n)$ cancels and the identity follows. The sum is an average because the path probabilities add up to one: summing over $x_n$, then $x_{n-1}$, and so on removes one unit row sum at a time.

Finally, $b(x)=\lambda$ for all $x$ means $(G\psi)(x)=\lambda\psi(x)$ for all $x$, so $b$ is constant exactly when $\psi$ is an eigenvector. If $\lambda\ne0$, every $n$-step path carries the same factor $\lambda^n$, and

$$G^n(\psi f)=\lambda^n\,\psi\,(p^n f).$$

If $\psi$ differs from a positive eigenvector by a small relative error at every configuration, $b$ is nearly constant, and paths of a fixed length have nearly uniform weights. The deviations can compound as the paths get longer.

## The Lean file

```lean
import Mathlib

open Matrix

namespace DiscreteGirsanov

noncomputable section

/-- The weight of a path `x 0, ..., x n`: the product of the entries of `p` along its steps. -/
def pathWeight {X : Type*} (p : Matrix X X ℝ) {n : ℕ} (x : Fin (n + 1) → X) : ℝ :=
  ∏ i : Fin n, p (x i.castSucc) (x i.succ)

/-- The weight of a path is the entry for its first step times the weight of the rest. -/
theorem pathWeight_succ {X : Type*} (p : Matrix X X ℝ) {n : ℕ} (x : Fin (n + 2) → X) :
    pathWeight p x = p (x 0) (x (Fin.succ 0)) * pathWeight p (fun i => x i.succ) :=
  Fin.prod_univ_succ (fun i : Fin (n + 1) => p (x i.castSucc) (x i.succ))

variable {X : Type*} [Fintype X]

/-- The sum of a path functional `F` over all `n`-step paths from `x0`, each weighted with `p`.
For a stochastic matrix `p` this is the average of `F` over the random walk. -/
def pathSum (p : Matrix X X ℝ) (n : ℕ) (x0 : X) (F : (Fin (n + 1) → X) → ℝ) : ℝ :=
  ∑ s : Fin n → X, pathWeight p (vecCons x0 s) * F (vecCons x0 s)

/-- The local growth factor `b(x) = (G psi)(x) / psi(x)`, for `psi x ≠ 0`. -/
def localWeight (G : Matrix X X ℝ) (psi : X → ℝ) (x : X) : ℝ :=
  (G *ᵥ psi) x / psi x

/-- The importance-sampled kernel `p(x,y) = G(x,y) psi(y) / (psi(x) b(x))`,
for `psi x ≠ 0` and `b(x) ≠ 0`. -/
def guidedKernel (G : Matrix X X ℝ) (psi : X → ℝ) : Matrix X X ℝ :=
  fun x y => G x y * psi y / (psi x * localWeight G psi x)

/-- A sum over paths can be done by first choosing the first step and then summing over the
paths that continue from there. -/
theorem pathSum_succ (p : Matrix X X ℝ) (n : ℕ) (x0 : X) (F : (Fin (n + 2) → X) → ℝ) :
    pathSum p (n + 1) x0 F = ∑ y, p x0 y * pathSum p n y (fun x => F (vecCons x0 x)) := by
  -- a nonempty list of sites is a first site and a remainder
  let e : X × (Fin n → X) ≃ (Fin (n + 1) → X) :=
    { toFun := fun q => vecCons q.1 q.2
      invFun := fun s => (s 0, fun i => s i.succ)
      left_inv := fun _ => rfl
      right_inv := fun s => funext fun i => by cases i using Fin.cases <;> rfl }
  have split (H : (Fin (n + 1) → X) → ℝ) :
      ∑ s, H s = ∑ y, ∑ s : Fin n → X, H (vecCons y s) :=
    calc ∑ s, H s = ∑ q, H (e q) := (e.sum_comp H).symm
      _ = _ := Fintype.sum_prod_type _
  unfold pathSum
  rw [split]
  refine Finset.sum_congr rfl fun y _ => ?_
  rw [Finset.mul_sum]
  refine Finset.sum_congr rfl fun s _ => ?_
  have h : pathWeight p (vecCons x0 (vecCons y s)) = p x0 y * pathWeight p (vecCons y s) :=
    pathWeight_succ p (vecCons x0 (vecCons y s))
  rw [h, mul_assoc]

/-- If the rows of `p` sum to one, the weights of all `n`-step paths from `x0` sum to one. -/
theorem pathSum_one (p : Matrix X X ℝ) (hp : ∀ x, ∑ y, p x y = 1) (n : ℕ) (x0 : X) :
    pathSum p n x0 (fun _ => 1) = 1 := by
  induction n generalizing x0 with
  | zero => simp [pathSum, pathWeight]
  | succ n ih =>
    rw [pathSum_succ]
    simp only [ih, mul_one]
    exact hp x0

/-- Applying `G` to a function `n` times is a sum over `n`-step paths, with the function
evaluated at the end point. -/
theorem pow_mulVec_eq_pathSum [DecidableEq X] (G : Matrix X X ℝ) (g : X → ℝ) (n : ℕ) (x0 : X) :
    (G ^ n *ᵥ g) x0 = pathSum G n x0 (fun x => g (x (Fin.last n))) := by
  induction n generalizing x0 with
  | zero => simp [pathSum, pathWeight]
  | succ n ih =>
    rw [pow_succ', ← Matrix.mulVec_mulVec, pathSum_succ]
    change ∑ y, G x0 y * (G ^ n *ᵥ g) y = _
    exact Finset.sum_congr rfl fun y _ => congrArg (G x0 y * ·) (ih y)

/-- One step of importance sampling: `G(x,y) psi(y) = psi(x) b(x) p(x,y)`, where `psi` and
`G psi` do not vanish at `x`. -/
theorem guided_step (G : Matrix X X ℝ) (psi : X → ℝ) {x : X} (hx : psi x ≠ 0)
    (hg : (G *ᵥ psi) x ≠ 0) (y : X) :
    G x y * psi y = psi x * localWeight G psi x * guidedKernel G psi x y := by
  have hb : localWeight G psi x ≠ 0 := div_ne_zero hg hx
  change _ = psi x * localWeight G psi x * (G x y * psi y / (psi x * localWeight G psi x))
  field_simp

/-- Discrete Girsanov density: if `psi` and `G psi` vanish nowhere, the `G`-weight of a path times
`psi` at its end is `psi` at its start times the accumulated factors `b` times its `p`-weight. -/
theorem girsanov_path (G : Matrix X X ℝ) (psi : X → ℝ) (hpsi : ∀ x, psi x ≠ 0)
    (hg : ∀ x, (G *ᵥ psi) x ≠ 0) {n : ℕ} (x : Fin (n + 1) → X) :
    pathWeight G x * psi (x (Fin.last n)) =
      psi (x 0) * ((∏ i : Fin n, localWeight G psi (x i.castSucc)) *
        pathWeight (guidedKernel G psi) x) := by
  induction n with
  | zero => simp [pathWeight]
  | succ n ih =>
    have h : pathWeight G (fun i => x i.succ) * psi (x (Fin.last n).succ) =
        psi (x (Fin.succ 0)) * ((∏ i : Fin n, localWeight G psi (x i.castSucc.succ)) *
          pathWeight (guidedKernel G psi) (fun i => x i.succ)) := ih (fun i => x i.succ)
    have hprod : ∏ i : Fin (n + 1), localWeight G psi (x i.castSucc) =
        localWeight G psi (x 0) * ∏ i : Fin n, localWeight G psi (x i.castSucc.succ) :=
      Fin.prod_univ_succ _
    have hl : x (Fin.last (n + 1)) = x (Fin.last n).succ := rfl
    have hs := guided_step G psi (hpsi (x 0)) (hg (x 0)) (x (Fin.succ 0))
    rw [pathWeight_succ G, pathWeight_succ (guidedKernel G psi), hprod, hl]
    -- the factor psi at the intermediate site cancels between the two identities
    linear_combination G (x 0) (x (Fin.succ 0)) * h +
      (∏ i : Fin n, localWeight G psi (x i.castSucc.succ)) *
        pathWeight (guidedKernel G psi) (fun i => x i.succ) * hs

/-- Change of measure for any functional `F` of the whole path, if `psi` and `G psi` vanish
nowhere: the `G`-sum of `psi(x_n) F` is `psi(x0)` times the `p`-sum of `b(x_0)...b(x_(n-1)) F`. -/
theorem change_of_measure (G : Matrix X X ℝ) (psi : X → ℝ) (hpsi : ∀ x, psi x ≠ 0)
    (hg : ∀ x, (G *ᵥ psi) x ≠ 0) (n : ℕ) (x0 : X) (F : (Fin (n + 1) → X) → ℝ) :
    pathSum G n x0 (fun x => psi (x (Fin.last n)) * F x) =
      psi x0 * pathSum (guidedKernel G psi) n x0
        (fun x => (∏ i : Fin n, localWeight G psi (x i.castSucc)) * F x) := by
  unfold pathSum
  rw [Finset.mul_sum]
  refine Finset.sum_congr rfl fun s _ => ?_
  have h := girsanov_path G psi hpsi hg (vecCons x0 s)
  change _ = psi x0 * _ at h
  linear_combination F (vecCons x0 s) * h

/-- Importance sampling: for nonnegative `G`, positive `psi` and positive `G psi`, the kernel `p`
is stochastic, and `(G^n (psi f))(x0)` is `psi(x0)` times the average of
`b(x_0)...b(x_(n-1)) f(x_n)` over the `n`-step paths of `p` from `x0`. -/
theorem importance_sampling [DecidableEq X] (G : Matrix X X ℝ) (psi : X → ℝ)
    (hG : ∀ x y, 0 ≤ G x y) (hpsi : ∀ x, 0 < psi x) (hg : ∀ x, 0 < (G *ᵥ psi) x) :
    (∀ x y, 0 ≤ guidedKernel G psi x y) ∧ (∀ x, ∑ y, guidedKernel G psi x y = 1) ∧
    ∀ (n : ℕ) (f : X → ℝ) (x0 : X), (G ^ n *ᵥ (fun x => psi x * f x)) x0 =
      psi x0 * pathSum (guidedKernel G psi) n x0
        (fun x => (∏ i : Fin n, localWeight G psi (x i.castSucc)) * f (x (Fin.last n))) := by
  have hb : ∀ x, 0 < localWeight G psi x := fun x => div_pos (hg x) (hpsi x)
  refine ⟨fun x y => ?_, fun x => ?_, fun n f x0 => ?_⟩
  · exact div_nonneg (mul_nonneg (hG x y) (hpsi y).le) (mul_pos (hpsi x) (hb x)).le
  · -- b is the normalisation of the row
    have hx := (hpsi x).ne'
    refine mul_left_cancel₀ (mul_pos (hpsi x) (hb x)).ne' ?_
    calc psi x * localWeight G psi x * ∑ y, guidedKernel G psi x y
        = ∑ y, G x y * psi y := by
          rw [Finset.mul_sum]
          exact Finset.sum_congr rfl fun y _ => (guided_step G psi hx (hg x).ne' y).symm
      _ = (G *ᵥ psi) x := rfl
      _ = psi x * localWeight G psi x * 1 := by
          unfold localWeight
          field_simp
  · exact (pow_mulVec_eq_pathSum G _ n x0).trans
      (change_of_measure G psi (fun x => (hpsi x).ne') (fun x => (hg x).ne') n x0
        (fun x => f (x (Fin.last n))))

/-- For `psi` without zeros, the local growth factor has the same value `lam` everywhere exactly
when `G psi = lam psi`. -/
theorem localWeight_const_iff (G : Matrix X X ℝ) (psi : X → ℝ) (hpsi : ∀ x, psi x ≠ 0)
    (lam : ℝ) : (∀ x, localWeight G psi x = lam) ↔ G *ᵥ psi = lam • psi :=
  ⟨fun h => funext fun x => (div_eq_iff (hpsi x)).1 (h x),
    fun h x => (div_eq_iff (hpsi x)).2 (congrFun h x)⟩

/-- If `psi` has no zeros and `G psi = lam psi` with `lam ≠ 0`, then
`(G^n (psi f))(x0) = lam^n psi(x0) (p^n f)(x0)`. -/
theorem eigenvector_guiding [DecidableEq X] (G : Matrix X X ℝ) (psi : X → ℝ)
    (hpsi : ∀ x, psi x ≠ 0) {lam : ℝ} (hlam : lam ≠ 0) (h : G *ᵥ psi = lam • psi)
    (n : ℕ) (f : X → ℝ) (x0 : X) :
    (G ^ n *ᵥ (fun x => psi x * f x)) x0 =
      lam ^ n * psi x0 * (guidedKernel G psi ^ n *ᵥ f) x0 := by
  have hg : ∀ x, (G *ᵥ psi) x ≠ 0 := fun x => by
    rw [h]
    exact mul_ne_zero hlam (hpsi x)
  have hb := (localWeight_const_iff G psi hpsi lam).2 h
  refine ((pow_mulVec_eq_pathSum G _ n x0).trans
    (change_of_measure G psi hpsi hg n x0 (fun x => f (x (Fin.last n))))).trans ?_
  rw [pow_mulVec_eq_pathSum]
  -- every path carries the same factor lam ^ n
  simp only [hb, Finset.prod_const, Finset.card_univ, Fintype.card_fin]
  unfold pathSum
  rw [Finset.mul_sum, Finset.mul_sum]
  refine Finset.sum_congr rfl fun s _ => ?_
  ring

end

end DiscreteGirsanov
```

```lean
#print axioms DiscreteGirsanov.pathSum_one
#print axioms DiscreteGirsanov.importance_sampling
#print axioms DiscreteGirsanov.localWeight_const_iff
#print axioms DiscreteGirsanov.eigenvector_guiding
```

```
'DiscreteGirsanov.pathSum_one' depends on axioms: [propext, Classical.choice, Quot.sound]
'DiscreteGirsanov.importance_sampling' depends on axioms: [propext, Classical.choice, Quot.sound]
'DiscreteGirsanov.localWeight_const_iff' depends on axioms: [propext, Classical.choice, Quot.sound]
'DiscreteGirsanov.eigenvector_guiding' depends on axioms: [propext, Classical.choice, Quot.sound]
```

## Reading `importance_sampling`

The type `X` with `Fintype X` is the configuration space, and `G *ᵥ psi` is the matrix acting on a function. The names `localWeight G psi` and `guidedKernel G psi` stand for $b$ and $p$. The hypotheses `hG`, `hpsi` and `hg` say that $G\ge0$, $\psi>0$ and $G\psi>0$; they also keep every denominator away from zero.

A path is a function `Fin (n + 1) → X`, and `vecCons x0 s` puts the fixed start in front of the $n$ later sites. In the products, `i.castSucc` picks the departure site of step `i` and `i.succ` its arrival site. The conclusion has three parts: nonnegative entries of $p$, unit row sums, and the identity for all `n`, `f` and `x0`.

The average is the explicit finite sum `pathSum`, not an integral over a probability space. `pathSum_one` supplies its normalisation for any matrix with unit row sums.

## How the lemmas build the identity

- `pathWeight_succ` and `pathSum_succ` split off the first step. The second uses the bijection `e` between a nonempty list of sites and a first site with a remainder.
- `pathSum_one` and `pow_mulVec_eq_pathSum` are inductions on `n` using that split. They give the total path probability and the expansion of the matrix power.
- `guided_step` is the one-step identity; `field_simp` clears the denominator.
- `girsanov_path` telescopes by induction. Its `linear_combination` multiplies the identity for the tail of the path by the first entry of `G`, multiplies the one-step identity by the tail's weights and probability, and adds; $\psi(x_1)$ cancels.
- `change_of_measure` multiplies by a functional `F` of the whole path and sums, so observables recorded along the way are covered too.
- `importance_sampling` gets nonnegative entries of $p$ from the signs of the factors and unit row sums by cancelling $\psi(x)b(x)$, then joins the matrix-power expansion to the change of measure.
- `localWeight_const_iff` is the eigenvector criterion, and `eigenvector_guiding` pulls $\lambda^n$ out of the path sum.

## Exact averages, with sampling error left open

The theorem fixes what the weighted average equals. It does not bound the variance of an estimate from finitely many walkers, and it does not treat population control, integer branching or the random number generator. With $G=1-\tau(H-E)$, it concerns powers of that matrix; how well they approximate $e^{-n\tau(H-E)}$ is a separate question.

Girsanov's theorem changes the drift of a Brownian motion in continuous time. The analogue here lives on a finite set with discrete steps, and no continuum limit is taken, so diffusion Monte Carlo in continuous space lies beyond it.

Signs need care. `change_of_measure` and `eigenvector_guiding` ask only that $\psi$ and $G\psi$ have no zeros (in the second, $\lambda\ne0$ ensures this for $G\psi$). They remain true when `G` or `psi` has negative entries, but $p$ may then have negative entries as well, in which case the path sum is not an average over a walk with transition probabilities $p$. Both theorems exclude configurations where $\psi$ vanishes. If a guiding function has zeros, one can remove those configurations and define a propagator on the rest, but the theorems then describe that new propagator, not the original one.
